# Metropolis acceptance for a Gaussian log ratio of mean $-s^2/2$ and variance $s^2$: twice a normal tail probability

Let $Z$ be the logarithm of the Metropolis acceptance ratio, and suppose that it is Gaussian with mean $-s^2/2$ and variance $s^2$, where $s>0$. Then the mean acceptance probability is

$$
\mathbb E[\min(1,e^Z)] = 2\,\Phi(-s/2),
$$

where $\Phi(t)$ is the probability that a standard normal variable is at most $t$. Under the same assumption, every target acceptance rate $\alpha$ with $0<\alpha<1$ is reached at exactly one $s>0$.

## Acceptance rates and step-size tuning

A variational Monte Carlo code that samples $p(R)\propto|\psi(R)|^2$ with symmetric trial moves $R\to R'$ accepts each move with probability $\min(1,e^Z)$, where $Z=\ln[p(R')/p(R)]$. If the step size is adjusted towards a target acceptance rate, the identity translates that target into a spread $s$ of the log ratio, as far as the Gaussian model describes the sampled $Z$.

The identity can also serve as a diagnostic. Estimate $s$ as the standard deviation of $Z$ over all proposed moves in equilibrium, rejected ones included, and compare $2\Phi(-s/2)=\operatorname{erfc}\bigl(s/(2\sqrt2)\bigr)$ with the observed acceptance. A discrepancy beyond statistical error means that the assumed law does not fit the data; it does not by itself identify the cause.

The link between mean and variance expresses equilibrium. If $R$ is distributed according to $p$, with $p>0$ almost everywhere, and the proposal density $T(R'|R)$ is symmetric, then

$$
\mathbb E[e^Z]=\iint p(R)\,T(R'|R)\,\frac{p(R')}{p(R)}\,dR\,dR'=1 .
$$

A Gaussian $Z$ with mean $m$ and variance $s^2$ has $\mathbb E[e^Z]=e^{m+s^2/2}$, so this condition forces $m=-s^2/2$.

## Completing the square and splitting at $Z=0$

Keep the mean $m$ general for now and write $Z=m+sx$, with $x$ standard normal and density $\varphi(x)=e^{-x^2/2}/\sqrt{2\pi}$. Since

$$
-\frac{x^2}{2}+sx=\frac{s^2}{2}-\frac{(x-s)^2}{2},
$$

the exponential weight shifts the centre of the Gaussian: $\varphi(x)\,e^{sx}=e^{s^2/2}\varphi(x-s)$. Integrating up to a threshold $a$ and substituting $u=x-s$ gives

$$
\int_{-\infty}^{a}e^{sx}\varphi(x)\,dx
=e^{s^2/2}\int_{-\infty}^{a-s}\varphi(u)\,du
=e^{s^2/2}\,\Phi(a-s).
$$

For $s>0$, the log ratio $m+sx$ is at most zero exactly when $x\le a$ with $a=-m/s$. Below this threshold the acceptance is $e^{m+sx}$, and above it the acceptance is $1$. By symmetry the upper part has probability $1-\Phi(a)=\Phi(-a)=\Phi(m/s)$. Therefore

$$
\begin{aligned}
\mathbb E[\min(1,e^Z)]
&=\Phi(m/s)+e^m\int_{-\infty}^{-m/s}e^{sx}\varphi(x)\,dx\\
&=\Phi(m/s)+e^{m+s^2/2}\,\Phi(-m/s-s).
\end{aligned}
$$

Now set $m=-s^2/2$. The prefactor becomes $e^0=1$, the first argument is $m/s=-s/2$, and the second is $s/2-s=-s/2$. The two terms are equal and add up to $2\Phi(-s/2)$. Moves that raise the probability density and moves that lower it thus contribute equally to the mean acceptance.

## One spread for each target rate

Write $A(s)=\mathbb E[\min(1,e^{-s^2/2+sx})]$. For each fixed $x$ the integrand is continuous in $s$, and it always lies between $0$ and $1$. Dominated convergence therefore makes $A$ continuous. At $s=0$ the integrand is $1$, so $A(0)=1$. As $s\to\infty$, $A(s)=2\Phi(-s/2)\to0$. The intermediate value theorem then supplies an $s>0$ with $A(s)=\alpha$.

There is only one, because $\Phi$ is strictly increasing: the interval between two different thresholds has positive normal probability. Hence $A$ is strictly decreasing for $s>0$, and the solution is $s=-2\Phi^{-1}(\alpha/2)$.

For small spread, expanding $\Phi$ about zero gives

$$
A(s)=1-\frac{s}{\sqrt{2\pi}}+O(s^3).
$$

The loss of acceptance is linear in $s$, although the mean log ratio is only quadratic. To leading order it comes from the fluctuations of $Z$ below zero.

## Definitions and theorems in Lean

```lean
import Mathlib

open MeasureTheory ProbabilityTheory Filter Set
open scoped Topology

namespace MetropolisGaussianAcceptance

noncomputable section

/-- The Gaussian law of the log acceptance ratio, with mean `m` and variance `s ^ 2`. -/
def logRatioLaw (m s : ℝ) : Measure ℝ := gaussianReal m (s ^ 2).toNNReal

/-- The mean Metropolis acceptance: the expectation of `min(1, exp Z)` for a Gaussian log
acceptance ratio `Z` with mean `m` and variance `s ^ 2`. -/
def meanAcceptance (m s : ℝ) : ℝ := ∫ z, min 1 (Real.exp z) ∂(logRatioLaw m s)

/-- The probability that a standard normal variable is at most `t`. -/
def normalCDF (t : ℝ) : ℝ := (gaussianReal 0 1).real (Iic t)

/-- The mean acceptance is an average over a standard normal variable `x`, with log acceptance
ratio `m + s x`. -/
theorem meanAcceptance_eq_standard (m s : ℝ) :
    meanAcceptance m s = ∫ x, min 1 (Real.exp (m + s * x)) ∂(gaussianReal 0 1) := by
  -- scale, then shift, the standard normal law
  have h1 : (gaussianReal 0 1).map (fun x => s * x) = gaussianReal 0 (s ^ 2).toNNReal := by
    rw [gaussianReal_map_const_mul, mul_zero]
    congr 1
    apply NNReal.eq
    rw [Real.coe_toNNReal _ (sq_nonneg s)]
    simp
  have h2 : (gaussianReal 0 (s ^ 2).toNNReal).map (fun x => m + x) = logRatioLaw m s := by
    rw [gaussianReal_map_const_add, zero_add, logRatioLaw]
  rw [← h1, Measure.map_map (by fun_prop) (by fun_prop)] at h2
  rw [meanAcceptance, ← h2, integral_map (by fun_prop)
    (continuous_const.min Real.continuous_exp).aestronglyMeasurable]
  rfl

/-- The integral of `exp (s x)` over `x ≤ a` against the standard normal law is `exp (s ^ 2 / 2)`
times the probability that a standard normal variable is at most `a - s`. -/
theorem integral_exp_below (s a : ℝ) :
    ∫ x in Iic a, Real.exp (s * x) ∂(gaussianReal 0 1)
      = Real.exp (s ^ 2 / 2) * normalCDF (a - s) := by
  have hcdf : ∀ b, normalCDF b =
      ∫ x, gaussianPDFReal 0 1 x • (Iic b).indicator (fun _ => (1 : ℝ)) x := by
    intro b
    have h := integral_gaussianReal_eq_integral_smul (μ := 0) (v := 1)
      (f := (Iic b).indicator (fun _ => (1 : ℝ))) one_ne_zero
    rw [← h, integral_indicator measurableSet_Iic]
    simp [normalCDF]
  have hshift : normalCDF (a - s) = ∫ x, gaussianPDFReal 0 1 (x - s) •
      (Iic (a - s)).indicator (fun _ => (1 : ℝ)) (x - s) :=
    (hcdf _).trans (integral_sub_right_eq_self (fun x => gaussianPDFReal 0 1 x •
      (Iic (a - s)).indicator (fun _ => (1 : ℝ)) x) s).symm
  -- completing the square in the exponent
  have key : ∀ x, gaussianPDFReal 0 1 x * Real.exp (s * x)
      = Real.exp (s ^ 2 / 2) * gaussianPDFReal 0 1 (x - s) := by
    intro x
    have e : Real.exp (-x ^ 2 / 2) * Real.exp (s * x)
        = Real.exp (s ^ 2 / 2) * Real.exp (-(x - s) ^ 2 / 2) := by
      rw [← Real.exp_add, ← Real.exp_add]
      congr 1
      ring
    simp only [gaussianPDFReal, NNReal.coe_one, sub_zero, mul_one]
    linear_combination (√(2 * Real.pi))⁻¹ * e
  rw [← integral_indicator measurableSet_Iic,
    integral_gaussianReal_eq_integral_smul one_ne_zero, hshift, ← integral_const_mul]
  refine integral_congr_ae (ae_of_all _ fun x => ?_)
  by_cases hx : x ≤ a
  · simp only [indicator_apply, mem_Iic, sub_le_sub_iff_right, hx, if_true, smul_eq_mul, mul_one]
    exact key x
  · simp [hx]

/-- The probability that a standard normal variable exceeds `a` equals the probability that it is at
most `-a`. -/
theorem normal_upper_tail (a : ℝ) : (gaussianReal 0 1).real (Ioi a) = normalCDF (-a) := by
  have : NullSingletonClass (gaussianReal 0 1) := nullSingletonClass_gaussianReal one_ne_zero
  have h : (gaussianReal 0 1).map (fun x => -x) = gaussianReal 0 1 := by
    rw [gaussianReal_map_neg, neg_zero]
  have hpre : (fun x : ℝ => -x) ⁻¹' Iic (-a) = Ici a := by
    ext x
    simp
  rw [normalCDF, measureReal_congr Ioi_ae_eq_Ici, ← hpre,
    ← map_measureReal_apply (by fun_prop) measurableSet_Iic, h]

/-- The mean Metropolis acceptance for a Gaussian log acceptance ratio of any mean `m` and
standard deviation `s > 0`. -/
theorem meanAcceptance_formula (m : ℝ) {s : ℝ} (hs : 0 < s) :
    meanAcceptance m s
      = normalCDF (m / s) + Real.exp (m + s ^ 2 / 2) * normalCDF (-(m / s) - s) := by
  have hsa : s * (-(m / s)) = -m := by field_simp
  -- split at the point where the log acceptance ratio changes sign
  have split : ∀ x, min 1 (Real.exp (m + s * x)) =
      (Ioi (-(m / s))).indicator (fun _ => (1 : ℝ)) x
        + Real.exp m * (Iic (-(m / s))).indicator (fun x => Real.exp (s * x)) x := by
    intro x
    by_cases hx : x ≤ -(m / s)
    · have h : m + s * x ≤ 0 := by nlinarith [mul_le_mul_of_nonneg_left hx hs.le]
      rw [min_eq_right (Real.exp_le_one_iff.mpr h), indicator_of_notMem (notMem_Ioi.mpr hx),
        indicator_of_mem (mem_Iic.mpr hx), zero_add, Real.exp_add]
    · have hx' := lt_of_not_ge hx
      have h : 0 ≤ m + s * x := by nlinarith [mul_le_mul_of_nonneg_left hx'.le hs.le]
      rw [min_eq_left (Real.one_le_exp h), indicator_of_mem (mem_Ioi.mpr hx'),
        indicator_of_notMem (notMem_Iic.mpr hx'), mul_zero, add_zero]
  have hone : ∫ _ in Ioi (-(m / s)), (1 : ℝ) ∂(gaussianReal 0 1) = normalCDF (m / s) := by
    have h := normal_upper_tail (-(m / s))
    rw [neg_neg] at h
    rw [← h]
    simp
  rw [meanAcceptance_eq_standard, integral_congr_ae (ae_of_all _ split),
    integral_add ((integrable_const 1).indicator measurableSet_Ioi)
      (((integrable_exp_mul_gaussianReal s).indicator measurableSet_Iic).const_mul _),
    integral_const_mul, integral_indicator measurableSet_Ioi,
    integral_indicator measurableSet_Iic, integral_exp_below, hone, Real.exp_add]
  ring

/-- For a Gaussian log acceptance ratio with mean `-s ^ 2 / 2` and variance `s ^ 2`, the mean
acceptance is twice the probability that a standard normal variable is at most `-s / 2`. -/
theorem meanAcceptance_eq_two_mul_normalCDF {s : ℝ} (hs : 0 < s) :
    meanAcceptance (-s ^ 2 / 2) s = 2 * normalCDF (-s / 2) := by
  have e1 : -s ^ 2 / 2 / s = -s / 2 := by field_simp
  have e2 : -(-s / 2) - s = -s / 2 := by ring
  have e3 : -s ^ 2 / 2 + s ^ 2 / 2 = 0 := by ring
  rw [meanAcceptance_formula _ hs, e1, e2, e3, Real.exp_zero]
  ring

/-- The standard normal distribution function is strictly increasing. -/
theorem normalCDF_strictMono : StrictMono normalCDF := by
  intro a b hab
  have hpos : 0 < (gaussianReal 0 1).real (Ioc a b) := by
    refine ENNReal.toReal_pos (fun h0 => ?_) (measure_ne_top _ _)
    have h := gaussianReal_absolutelyContinuous' 0 (v := 1) one_ne_zero h0
    rw [Real.volume_Ioc, ENNReal.ofReal_eq_zero] at h
    linarith
  have hu := measureReal_union (μ := gaussianReal 0 1)
    (Iic_disjoint_Ioc (le_refl a) (c := b)) measurableSet_Ioc
  rw [Iic_union_Ioc_eq_Iic hab.le] at hu
  unfold normalCDF
  linarith

/-- With mean `-s ^ 2 / 2` and variance `s ^ 2`, the mean acceptance tends to zero as `s` grows. -/
theorem meanAcceptance_tendsto_zero :
    Tendsto (fun s : ℝ => meanAcceptance (-s ^ 2 / 2) s) atTop (𝓝 0) := by
  have h1 : Tendsto (fun s : ℝ => -s / 2) atTop atBot :=
    tendsto_neg_atTop_atBot.atBot_div_const (by norm_num)
  have h2 : Tendsto normalCDF atBot (𝓝 0) :=
    (tendsto_cdf_atBot (gaussianReal 0 1)).congr (fun t => cdf_eq_real _ t)
  have h3 := (h2.comp h1).const_mul 2
  rw [mul_zero] at h3
  refine h3.congr' ?_
  filter_upwards [eventually_gt_atTop 0] with s hs
  exact (meanAcceptance_eq_two_mul_normalCDF hs).symm

/-- With mean `-s ^ 2 / 2` and variance `s ^ 2`, the mean acceptance depends continuously on `s`. -/
theorem meanAcceptance_continuous :
    Continuous (fun s : ℝ => meanAcceptance (-s ^ 2 / 2) s) := by
  simp_rw [meanAcceptance_eq_standard]
  refine continuous_of_dominated (bound := fun _ => (1 : ℝ)) (fun s => ?_)
    (fun s => ae_of_all _ fun x => ?_) (integrable_const 1) (ae_of_all _ fun x => ?_)
  · exact (continuous_const.min (by fun_prop)).aestronglyMeasurable
  · rw [Real.norm_of_nonneg (le_min zero_le_one (Real.exp_pos _).le)]
    exact min_le_left _ _
  · exact continuous_const.min (by fun_prop)

/-- Every target acceptance rate strictly between 0 and 1 is attained at exactly one `s > 0`,
for a log acceptance ratio with mean `-s ^ 2 / 2` and variance `s ^ 2`. -/
theorem existsUnique_tuning {α : ℝ} (h0 : 0 < α) (h1 : α < 1) :
    ∃! s : ℝ, 0 < s ∧ meanAcceptance (-s ^ 2 / 2) s = α := by
  have hzero : meanAcceptance (-(0 : ℝ) ^ 2 / 2) 0 = 1 := by
    rw [meanAcceptance_eq_standard]
    simp
  obtain ⟨S, hSα, hS⟩ := ((meanAcceptance_tendsto_zero.eventually_lt_const h0).and
    (eventually_gt_atTop 0)).exists
  -- the acceptance falls continuously from one to below the target
  obtain ⟨s, hs, hsα⟩ := intermediate_value_Icc' hS.le meanAcceptance_continuous.continuousOn
    ⟨hSα.le, (h1.trans_eq hzero.symm).le⟩
  have hsα' : meanAcceptance (-s ^ 2 / 2) s = α := hsα
  have hspos : 0 < s := by
    refine lt_of_le_of_ne hs.1 (fun h => ?_)
    rw [← h, hzero] at hsα'
    linarith
  refine ⟨s, ⟨hspos, hsα'⟩, ?_⟩
  rintro t ⟨ht, htα⟩
  rw [meanAcceptance_eq_two_mul_normalCDF hspos] at hsα'
  rw [meanAcceptance_eq_two_mul_normalCDF ht] at htα
  have h := normalCDF_strictMono.injective (show normalCDF (-t / 2) = normalCDF (-s / 2) by linarith)
  linarith

end

end MetropolisGaussianAcceptance
```

```lean
#print axioms MetropolisGaussianAcceptance.meanAcceptance_eq_two_mul_normalCDF
-- 'MetropolisGaussianAcceptance.meanAcceptance_eq_two_mul_normalCDF' depends on axioms: [propext, Classical.choice, Quot.sound]
#print axioms MetropolisGaussianAcceptance.existsUnique_tuning
-- 'MetropolisGaussianAcceptance.existsUnique_tuning' depends on axioms: [propext, Classical.choice, Quot.sound]
```

## The acceptance model in the formal statements

`logRatioLaw m s` is the law of $Z$. Mathlib's `gaussianReal` takes the mean and the variance, not the standard deviation, and the variance has the type of nonnegative reals; this is the reason for `(s ^ 2).toNNReal`. `meanAcceptance m s` is the integral of `min 1 (Real.exp z)` against that law, and `normalCDF t` is the standard normal probability of the half-line `Iic t`, that is, of all values at most $t$. Lean reads `-s ^ 2 / 2` as $-(s^2)/2$.

The main theorem, `meanAcceptance_eq_two_mul_normalCDF`, says that for every real `s` with `0 < s`, the mean acceptance at mean $-s^2/2$ equals `2 * normalCDF (-s / 2)`. The more general `meanAcceptance_formula` allows any real mean `m`, so it also covers Gaussian log ratios that violate the equilibrium condition. In `existsUnique_tuning`, the symbol `∃!` says that exactly one real number is both positive and a solution for the target `α`.

The Gaussian law is the starting assumption. The file contains no configuration space, wavefunction or Markov chain, and it does not derive the Gaussian law as a high-dimensional limit. For a given system the formula is exact if $Z$ really has this law; otherwise the theorems do not guarantee it, and they give no bound on the error. The relation between $s$ and the step size is also left open: a unique $s$ fixes a unique step size only if exactly one step size produces that $s$. Nor do the theorems say which target rate samples most efficiently.

## How the lemmas follow the calculation

`meanAcceptance_eq_standard` carries out the substitution $Z=m+sx$. It scales the standard normal law by $s$, shifts it by $m$, and changes variables with `integral_map`. It holds for every real $s$, including zero.

`integral_exp_below` is the truncated exponential integral. Its step `key` completes the square in the density, while `hshift` performs the substitution $u=x-s$ through the translation invariance of the integral. A case distinction on `x ≤ a` then matches the two integrands point by point.

`normal_upper_tail` supplies the reflection $1-\Phi(a)=\Phi(-a)$. It uses the symmetry of the standard normal law and the fact that a single point has probability zero, so including the endpoint makes no difference.

In `meanAcceptance_formula`, the step `split` writes the acceptance as a sum of two indicator functions, one for each side of $x=-m/s$, with the exponential weight on the lower side. The integral of the sum is then separated, which needs both parts to be integrable, and the two preceding lemmas evaluate them. The main theorem inserts $m=-s^2/2$: `e1` and `e2` simplify the arguments of $\Phi$, and `e3` shows that the exponent of the prefactor vanishes.

The remaining lemmas establish the tuning result:

- `normalCDF_strictMono` shows that an interval `Ioc a b` with $a<b$ has positive normal probability, since a null interval would have zero length.
- `meanAcceptance_tendsto_zero` combines the main theorem with the limit of the distribution function at $-\infty$.
- `meanAcceptance_continuous` applies dominated convergence with the constant bound $1$.

`existsUnique_tuning` first finds an `S` at which the acceptance is below the target, then applies the intermediate value theorem on $[0,S]$. The solution cannot be $s=0$, where the acceptance is $1$. If two positive values gave the same acceptance, the main theorem would give equal values of $\Phi$, and strict monotonicity makes the two values of $s$ equal.
